# With a locally Lipschitz force, a Nosé–Hoover trajectory started at rest at a stationary point never moves

## The thermostat and the cold start

Let $q$ be the positions of the nuclei, $p$ their momenta, $m$ their mass and $U(q)$ the potential energy, which in first-principles molecular dynamics is the Born–Oppenheimer energy. The Nosé–Hoover equations are

$$m q' = p,\qquad p' = -\nabla U(q) - z\,p,\qquad Q z' = \frac{|p|^2}{m} - g\,kT .$$

Here $z$ is the friction coefficient, often written $\xi$ or $\zeta$ in textbooks. It is an inverse time and may be negative. $Q$ is the thermostat mass (energy times time squared), $g$ the number of thermostatted degrees of freedom, and $kT$ the target thermal energy. It is treated as a single symbol: below, $T$ alone is a time and $k$ alone a spring constant.

A structure is relaxed to a stationary point $q_0$, where $\nabla U(q_0)=0$, and the dynamics starts there with zero momenta and friction $z_0$. Does the thermostat heat it? If the force is locally Lipschitz, it does not. The only solution is

$$q(t)=q_0,\qquad p(t)=0,\qquad z(t)=z_0-\frac{g\,kT\,t}{Q}.$$

The thermostat acts on the momenta only through the product $z\,p$, which vanishes at rest however negative $z$ becomes. For classical nuclei with a single thermostat and a locally Lipschitz force, this settles what the exact equations do with a perfectly relaxed structure started at zero velocity.

## Derivation

**The frozen trajectory is a solution.** With $q=q_0$ and $p=0$, both sides of the first two equations vanish. The third becomes $Qz'=-g\,kT$, which the stated $z$ satisfies.

**The force is linearly bounded.** Let $K$ be a compact set of positions. In some ball of radius $r$ about $q_0$, the Lipschitz condition gives $|\nabla U(x)|\le C|x-q_0|$. For points of $K$ outside the ball, $|\nabla U(x)|\le M\le (M/r)|x-q_0|$, where $M\ge 0$ bounds the force on $K$. With $L=C+M/r$, therefore, $|\nabla U(x)|\le L|x-q_0|$ on all of $K$.

**Rest persists forwards.** Suppose that a solution has $q=q_0$, $p=0$ at time $t_0$, and take a later time $T$. On $[t_0,T]$ the friction is continuous, so $|z|\le Z$, and the path covers a compact set, so the force bound applies. Put $y=(q-q_0,p)$ with $|y|=\max(|q-q_0|,|p|)$. Then

$$|q'|\le |m^{-1}|\,|p|,\qquad |p'|\le L|q-q_0|+Z|p|,$$

and hence $|y'|\le \kappa|y|$ with $\kappa=|m^{-1}|+L+Z$. Since $y(t_0)=0$, integration gives $|y(t)|\le \kappa S(t)$, where $S(t)=\int_{t_0}^t|y(s)|\,ds$. Thus $S'\le\kappa S$, so $e^{-\kappa(t-t_0)}S(t)$ does not increase. It starts at zero and is never negative, so $S=0$ and $y=0$ up to $T$.

**Rest persists backwards.** Define $\tilde q(t)=q(-t)$, $\tilde p(t)=-p(-t)$ and $\tilde z(t)=-z(-t)$. Then $m\tilde q'=\tilde p$. Because $\tilde z\tilde p=z(-t)p(-t)$, also $\tilde p'=-\nabla U(\tilde q)-\tilde z\tilde p$. Finally, $Q\tilde z'=|\tilde p|^2/m-g\,kT$. The reversed trajectory solves the same equations, and its future is the original past.

**The friction follows.** With $p=0$ throughout, $(Qz+g\,kT\,t)'=0$. This quantity keeps its initial value $Qz_0$, which gives the formula for $z$.

A consequence is that a trajectory with nonzero momentum at some time is never completely at rest at a stationary point at any other time. It may pass close to such a state, but it never reaches it.

## One particle on a spring

Take one coordinate and $U=\tfrac12 kq^2$, with spring constant $k>0$ and $q_0=0$. The cold start stays at $q=p=0$ while $z$ falls linearly. For any other motion the energy $H=p^2/(2m)+\tfrac12kq^2$ obeys $H'=-z\,p^2/m$. While $z$ is negative, a moving oscillator gains energy, however small its amplitude, while one exactly at rest gains none.

## What happens in a simulation run

Suppose that a relaxed crystal is started with zero velocities and a target of 300 K. Write $Q=g\,kT\,\tau^2$ with $\tau=100$ fs, and let $z_0=0$. As long as the atoms are at rest, the temperature reads zero and $z=-t/\tau^2$, which reaches $-0.1\ \mathrm{fs}^{-1}$ after 1 ps.

Applying the theorem to this run would mean, among other idealisations, treating the relaxed structure as an exact stationary point. A relaxation usually stops at a finite force threshold, and any residual forces set the atoms moving. The negative friction then amplifies that motion. In ideal diamond the forces vanish by symmetry, which leaves only numerical errors to start the motion. Drawing the initial velocities from a Maxwell–Boltzmann distribution starts the run away from $p=0$.

## The statement in Lean

Positions and momenta lie in `E`, a complete real inner product space; $\mathbb R^n$ with its Euclidean norm is the physical case. `IsNoseHoover U m Q g kT I q p z` says that the three equations hold at every time in `I`. Its fields `velocity`, `force` and `thermostat` are the equations in the order above, with the constant masses kept on the left, inside the derivatives. The variable `kT` is a single real number, and `g` is also real.

The theorem `cold_start` takes an open time interval `Ioo a b` containing 0. Its first part says that the frozen trajectory is a solution; its second says that every solution with the same initial data agrees with it throughout the interval. The hypotheses are:

- `hm` and `hQ`: the two masses are nonzero. Positivity is not needed, and `g` and `kT` are unrestricted.
- `h0`: the gradient at `q0` exists and is zero, so there is no net force on any atom. Saddle points qualify as well as minima.
- `hU`: the gradient is locally Lipschitz, so near each point the force changes by at most a constant times the displacement. Twice continuously differentiable potentials on $\mathbb R^n$ satisfy this.

Mathlib's `gradient U` is zero by convention where no gradient exists; the field `force` therefore demands a true gradient along the path.

The condition `hU` is imposed on the whole space, which excludes the Coulomb singularity of coincident nuclei. The derivation by hand uses the force only near $q_0$ and along the trajectory, so it also covers trajectories that stay in an open region where the force is locally Lipschitz. There is one mass `m`; different atomic masses fit after passing to mass-weighted coordinates, with `m` equal to 1. Thermostat chains and discrete time steps lie beyond the model.

## The complete file

```lean
import Mathlib

open Set

namespace NoseHooverColdStart

variable {E : Type*} [NormedAddCommGroup E] [InnerProductSpace ℝ E] [CompleteSpace E]

/-- The Nose-Hoover equations `m q' = p`, `p' = -∇U(q) - z p`, `Q z' = |p|²/m - g kT`
at all times in `I`, for nonzero mass `m`; the potential has a gradient along the path. -/
structure IsNoseHoover (U : E → ℝ) (m Q g kT : ℝ) (I : Set ℝ)
    (q p : ℝ → E) (z : ℝ → ℝ) : Prop where
  velocity : ∀ t ∈ I, HasDerivAt (fun s => m • q s) (p t) t
  force : ∀ t ∈ I, ∃ G, HasGradientAt U G (q t) ∧ HasDerivAt p (-G - z t • p t) t
  thermostat : ∀ t ∈ I, HasDerivAt (fun s => Q * z s) (‖p t‖ ^ 2 / m - g * kT) t

variable {U : E → ℝ} {m Q g kT a b : ℝ} {q p : ℝ → E} {z : ℝ → ℝ} {q0 : E}

/-- At a stationary point of the potential, the structure at rest with linearly changing
friction solves the Nose-Hoover equations, for nonzero thermostat mass. -/
theorem frozen_solution (hQ : Q ≠ 0) (h0 : HasGradientAt U 0 q0) (z0 : ℝ) (I : Set ℝ) :
    IsNoseHoover U m Q g kT I (fun _ => q0) (fun _ => 0)
      (fun t => z0 - g * kT * t / Q) where
  velocity t _ := hasDerivAt_const t (m • q0)
  force t _ := ⟨0, h0, (hasDerivAt_const t (0 : E)).congr_deriv (by simp)⟩
  thermostat t _ := by
    have e : (fun s : ℝ => Q * (z0 - g * kT * s / Q)) = fun s => Q * z0 - g * kT * s := by
      funext s
      field_simp
    show HasDerivAt (fun s : ℝ => Q * (z0 - g * kT * s / Q)) _ t
    rw [e]
    exact (((hasDerivAt_id' t).const_mul (g * kT)).const_sub (Q * z0)).congr_deriv (by simp)

/-- Time reversal: running a Nose-Hoover trajectory backwards, with momentum and friction
reversed in sign, gives a Nose-Hoover trajectory. -/
theorem time_reversal (h : IsNoseHoover U m Q g kT (Ioo a b) q p z) :
    IsNoseHoover U m Q g kT (Ioo (-b) (-a))
      (fun t => q (-t)) (fun t => -p (-t)) (fun t => -z (-t)) := by
  have hmem : ∀ t ∈ Ioo (-b) (-a), -t ∈ Ioo a b := fun t ht =>
    ⟨by linarith [ht.2], by linarith [ht.1]⟩
  refine ⟨fun t ht => ?_, fun t ht => ?_, fun t ht => ?_⟩
  · have h1 := (h.velocity (-t) (hmem t ht)).scomp t (hasDerivAt_neg t)
    exact h1.congr_deriv (by simp)
  · obtain ⟨G, hG, hd⟩ := h.force (-t) (hmem t ht)
    refine ⟨G, hG, ?_⟩
    show HasDerivAt (fun s => -p (-s)) (-G - (-z (-t)) • (-p (-t))) t
    have h2 := (hd.scomp t (hasDerivAt_neg t)).neg
    exact h2.congr_deriv (by module)
  · have e : (fun s => Q * -z (-s)) = fun s => -(Q * z (-s)) := by
      funext s
      ring
    show HasDerivAt (fun s => Q * -z (-s)) _ t
    rw [e]
    have h3 := ((h.thermostat (-t) (hmem t ht)).scomp t (hasDerivAt_neg t)).neg
    exact h3.congr_deriv (by simp)

omit [InnerProductSpace ℝ E] [CompleteSpace E] in
/-- A locally Lipschitz force field that vanishes at `q0` is bounded, on a compact set, by a
constant times the distance to `q0`. -/
theorem force_linear_bound {G : E → E} (hG : LocallyLipschitz G) (h0 : G q0 = 0)
    {K : Set E} (hK : IsCompact K) : ∃ L, 0 ≤ L ∧ ∀ x ∈ K, ‖G x‖ ≤ L * ‖x - q0‖ := by
  obtain ⟨C, s, hs, hL⟩ := hG q0
  obtain ⟨r, hr, hball⟩ := Metric.mem_nhds_iff.1 hs
  obtain ⟨M, hM⟩ := hK.exists_bound_of_continuousOn hG.continuous.continuousOn
  have hMr : 0 ≤ |M| / r := by positivity
  refine ⟨C + |M| / r, add_nonneg C.2 hMr, fun x hx => ?_⟩
  have hC : 0 ≤ (C : ℝ) * ‖x - q0‖ := mul_nonneg C.2 (norm_nonneg _)
  by_cases hxr : x ∈ Metric.ball q0 r
  · -- near `q0` the Lipschitz constant does it
    have h1 := hL.dist_le_mul x (hball hxr) q0 (mem_of_mem_nhds hs)
    rw [dist_eq_norm, dist_eq_norm, h0, sub_zero] at h1
    have h2 := mul_nonneg hMr (norm_nonneg (x - q0))
    linarith
  · -- away from `q0` the force is bounded and the distance is at least `r`
    rw [Metric.mem_ball, dist_eq_norm] at hxr
    have h2 := mul_le_mul_of_nonneg_left (not_lt.1 hxr) hMr
    rw [div_mul_cancel₀ _ hr.ne'] at h2
    linarith [hM x hx, le_abs_self M]

/-- With a locally Lipschitz gradient and nonzero masses, a Nose-Hoover trajectory at rest at
a stationary point at time `t0` is still there at every later time of its interval. -/
theorem rest_forward (hm : m ≠ 0) (hQ : Q ≠ 0) (hU : LocallyLipschitz (gradient U))
    (h0 : HasGradientAt U 0 q0) (h : IsNoseHoover U m Q g kT (Ioo a b) q p z)
    {t0 T : ℝ} (ha : a < t0) (hT : t0 ≤ T) (hb : T < b) (hq0 : q t0 = q0) (hp0 : p t0 = 0) :
    q T = q0 ∧ p T = 0 := by
  have hsub : ∀ t ∈ Icc t0 T, t ∈ Ioo a b := fun t ht =>
    ⟨ha.trans_le ht.1, ht.2.trans_lt hb⟩
  have hq : ∀ t ∈ Icc t0 T, HasDerivAt q (m⁻¹ • p t) t := by
    intro t ht
    have e : q = fun s => m⁻¹ • (m • q s) := by
      funext s
      rw [smul_smul, inv_mul_cancel₀ hm, one_smul]
    rw [e]
    exact (h.velocity t (hsub t ht)).const_smul m⁻¹
  have hp : ∀ t ∈ Icc t0 T, HasDerivAt p (-gradient U (q t) - z t • p t) t := by
    intro t ht
    obtain ⟨G, hG, hd⟩ := h.force t (hsub t ht)
    rw [hG.gradient]
    exact hd
  have hz : ContinuousOn z (Icc t0 T) := by
    intro t ht
    have e : z = fun s => Q⁻¹ * (Q * z s) := by
      funext s
      rw [← mul_assoc, inv_mul_cancel₀ hQ, one_mul]
    rw [e]
    exact ((h.thermostat t (hsub t ht)).const_mul Q⁻¹).continuousAt.continuousWithinAt
  -- the friction and the force constant are bounded on the compact time interval
  obtain ⟨Z, hZ⟩ := isCompact_Icc.exists_bound_of_continuousOn hz
  obtain ⟨L, hL0, hL⟩ := force_linear_bound hU h0.gradient
    (isCompact_Icc.image_of_continuousOn
      (fun t ht => (hq t ht).continuousAt.continuousWithinAt))
  have hf : ∀ t ∈ Icc t0 T, HasDerivAt (fun s => ((q s - q0, p s) : E × E))
      (m⁻¹ • p t, -gradient U (q t) - z t • p t) t := fun t ht =>
    ((hq t ht).sub_const q0).prodMk (hp t ht)
  -- Gronwall's inequality for the displacement and the momentum together
  have key := norm_le_gronwallBound_of_norm_deriv_right_le (δ := 0) (ε := 0)
    (K := |m⁻¹| + L + Z)
    (fun t ht => (hf t ht).continuousAt.continuousWithinAt)
    (fun t ht => (hf t (Ico_subset_Icc_self ht)).hasDerivWithinAt)
    (by simp [hq0, hp0])
    (by
      intro t ht'
      have ht := Ico_subset_Icc_self ht'
      have hN := norm_nonneg ((q t - q0, p t) : E × E)
      have h1 : ‖q t - q0‖ ≤ ‖((q t - q0, p t) : E × E)‖ :=
        (norm_prod_le_iff.1 (le_refl ‖((q t - q0, p t) : E × E)‖)).1
      have h2 : ‖p t‖ ≤ ‖((q t - q0, p t) : E × E)‖ :=
        (norm_prod_le_iff.1 (le_refl ‖((q t - q0, p t) : E × E)‖)).2
      have hZ0 : 0 ≤ Z := (norm_nonneg _).trans (hZ t ht)
      have a1 := mul_le_mul_of_nonneg_left h2 (abs_nonneg m⁻¹)
      have a2 := mul_le_mul_of_nonneg_left h1 hL0
      have a3 := mul_le_mul (hZ t ht) h2 (norm_nonneg _) hZ0
      have b1 := mul_nonneg (abs_nonneg m⁻¹) hN
      have b2 := mul_nonneg hL0 hN
      have b3 := mul_nonneg hZ0 hN
      refine norm_prod_le_iff.2 ⟨?_, ?_⟩
      · show ‖m⁻¹ • p t‖ ≤ _
        rw [norm_smul, Real.norm_eq_abs]
        linarith
      · show ‖-gradient U (q t) - z t • p t‖ ≤ _
        have c1 := norm_sub_le (-gradient U (q t)) (z t • p t)
        rw [norm_neg, norm_smul] at c1
        have c2 := hL (q t) (mem_image_of_mem q ht)
        linarith)
    T (right_mem_Icc.2 hT)
  rw [gronwallBound_ε0, zero_mul] at key
  have hzero := Prod.mk_eq_zero.1 (norm_le_zero_iff.1 key)
  exact ⟨sub_eq_zero.1 hzero.1, hzero.2⟩

/-- With a locally Lipschitz gradient and nonzero masses, a Nose-Hoover trajectory at rest at
a stationary point at one time is there at all times of its interval, past and future. -/
theorem rest_always (hm : m ≠ 0) (hQ : Q ≠ 0) (hU : LocallyLipschitz (gradient U))
    (h0 : HasGradientAt U 0 q0) (h : IsNoseHoover U m Q g kT (Ioo a b) q p z)
    {t0 t : ℝ} (ht0 : t0 ∈ Ioo a b) (ht : t ∈ Ioo a b) (hq0 : q t0 = q0) (hp0 : p t0 = 0) :
    q t = q0 ∧ p t = 0 := by
  rcases le_total t0 t with hle | hle
  · exact rest_forward hm hQ hU h0 h ht0.1 hle ht.2 hq0 hp0
  · -- earlier times are later times of the reversed trajectory
    have hr := rest_forward hm hQ hU h0 (time_reversal h) (t0 := -t0) (T := -t)
      (neg_lt_neg ht0.2) (neg_le_neg hle) (neg_lt_neg ht.1) (by simpa using hq0)
      (by simpa using hp0)
    simpa using hr

/-- Cold start: let the potential have a locally Lipschitz gradient that vanishes at `q0`, and
let the masses be nonzero. Then the only Nose-Hoover trajectory from `(q0, 0, z0)` is
`q = q0`, `p = 0`, `z = z0 - g kT t / Q`. -/
theorem cold_start (hm : m ≠ 0) (hQ : Q ≠ 0) (hU : LocallyLipschitz (gradient U))
    (h0 : HasGradientAt U 0 q0) (z0 : ℝ) (ha : a < 0) (hb : 0 < b) :
    IsNoseHoover U m Q g kT (Ioo a b) (fun _ => q0) (fun _ => 0)
      (fun t => z0 - g * kT * t / Q) ∧
    ∀ (q p : ℝ → E) (z : ℝ → ℝ), IsNoseHoover U m Q g kT (Ioo a b) q p z →
      q 0 = q0 → p 0 = 0 → z 0 = z0 →
      ∀ t ∈ Ioo a b, q t = q0 ∧ p t = 0 ∧ z t = z0 - g * kT * t / Q := by
  refine ⟨frozen_solution hQ h0 z0 _, fun q p z h hq0 hp0 hz0 t ht => ?_⟩
  have hrest := fun s (hs : s ∈ Ioo a b) =>
    rest_always hm hQ hU h0 h ⟨ha, hb⟩ hs hq0 hp0
  refine ⟨(hrest t ht).1, (hrest t ht).2, ?_⟩
  -- with `p = 0` the quantity `Q z + g kT t` does not change
  have hd : ∀ s ∈ Ioo a b,
      HasDerivWithinAt (fun s => Q * z s + g * kT * s) 0 (Ioo a b) s := by
    intro s hs
    have h1 := (h.thermostat s hs).fun_add ((hasDerivAt_id' s).const_mul (g * kT))
    exact (h1.congr_deriv (by simp [(hrest s hs).2])).hasDerivWithinAt
  have hc := Convex.norm_image_sub_le_of_norm_hasDerivWithin_le (C := 0) hd
    (fun s _ => by simp) (convex_Ioo a b) (⟨ha, hb⟩ : (0 : ℝ) ∈ Ioo a b) ht
  rw [zero_mul] at hc
  have he := norm_le_zero_iff.1 hc
  rw [hz0] at he
  apply mul_left_cancel₀ hQ
  have e : Q * (z0 - g * kT * t / Q) = Q * z0 - g * kT * t := by field_simp
  rw [e]
  linarith

/-- With a locally Lipschitz gradient and nonzero masses, a Nose-Hoover trajectory that moves
at some time is never at complete rest at a stationary point of the potential. -/
theorem never_quenched (hm : m ≠ 0) (hQ : Q ≠ 0) (hU : LocallyLipschitz (gradient U))
    (h : IsNoseHoover U m Q g kT (Ioo a b) q p z) {t1 : ℝ} (ht1 : t1 ∈ Ioo a b)
    (hmove : p t1 ≠ 0) : ∀ t ∈ Ioo a b, ¬ (HasGradientAt U 0 (q t) ∧ p t = 0) :=
  fun _ ht hr => hmove (rest_always hm hQ hU hr.1 h ht ht1 rfl hr.2).2

end NoseHooverColdStart
```

```lean
#print axioms NoseHooverColdStart.cold_start
-- 'NoseHooverColdStart.cold_start' depends on axioms: [propext, Classical.choice, Quot.sound]
#print axioms NoseHooverColdStart.never_quenched
-- 'NoseHooverColdStart.never_quenched' depends on axioms: [propext, Classical.choice, Quot.sound]
```

## How the Lean proof is built

`frozen_solution` checks the three equations by differentiating constants and a linear function. `time_reversal` applies the chain rule to $t\mapsto -t$; the sign cancellation in $\tilde z\tilde p$ is done by `module`.

`force_linear_bound` splits on whether `x` lies in the ball about `q0`. The Lipschitz estimate handles the inside, and the bound on the compact set handles the outside. Its constant is `C + |M| / r`, with an absolute value because the bound `M` supplied by Mathlib carries no sign information.

`rest_forward` contains the main estimate. It first divides out the masses to obtain $q'$ and the continuity of $z$, then extracts `Z` and `L` from compactness. The pair `(q s - q0, p s)` lives in `E × E`, whose norm is the maximum used above, so `norm_prod_le_iff` splits the differential inequality into its position and momentum parts. The Mathlib lemma `norm_le_gronwallBound_of_norm_deriv_right_le` replaces the integral argument. With initial size `δ := 0` and inhomogeneity `ε := 0`, its bound is zero.

`rest_always` compares `t0` with `t` and, for earlier times, applies `rest_forward` to the reversed trajectory. In `cold_start` the friction formula comes from the mean value inequality on the interval: $Qz+g\,kT\,t$ has derivative zero, so its value at `t` equals its value at 0. Cancelling `Q` finishes the proof.

`never_quenched` is the consequence about moving trajectories. If the system were at rest at a stationary point at time `t`, `rest_always` with `q t` as the stationary point would force `p t1 = 0`, against `hmove`.
